# On an even ring, a half-zone shift reverses the dispersion exactly when all even-displacement amplitudes vanish

## Half the levels from the other half

For some tight-binding rings with an even number N of sites, the one-electron levels can be listed by evaluating the dispersion at the momenta k = 0, …, N/2 − 1 and obtaining the remaining levels by changing signs. This works whenever every k satisfies the relation

ĥ(k + N/2) = −ĥ(k).

For translation-invariant hopping, this relation holds at every k exactly when no amplitude connects sites an even distance apart. The on-site energy is the amplitude at distance zero, so it has to vanish too.

With nearest-neighbour hopping −t and N ≥ 4, the dispersion is −2t cos(2πk/N), and the shift k → k + N/2 adds π to the argument of the cosine. A second-neighbour hopping −t′ on a ring with N ≥ 6 adds −2t′ cos(4πk/N), which the shift leaves unchanged, and the sign rule fails for t′ ≠ 0. A uniform on-site energy ε also breaks it, but harmlessly: if the other even amplitudes vanish, the rule holds for energies measured from ε.

For non-interacting electrons on a finite ring with one orbital per site, as in a simple Hückel model, the relation pairs each level E with a level −E and says at which momentum the partner sits.

## The ring, its amplitudes and its Bloch waves

Sites are labelled by the integers modulo N, which is `ZMod N` in Lean. The hopping amplitudes form a function h from displacements to complex numbers, and the Hamiltonian is the circulant matrix

H(x, y) = h(x − y),

written `Matrix.circulant h`. The periodic labels build in the Born–von Karman boundary condition.

Let χ(x) = exp(2πi x/N), which is `ZMod.stdAddChar`. It turns sums into products: χ(x + y) = χ(x) χ(y). The other objects are:

- `dispersion h k` is ĥ(k) = ∑ₓ χ(−xk) h(x).
- `blochWave k` has amplitude χ(xk) at site x. It is unnormalised, with norm √N; the normalised wave has amplitude χ(xk)/√N.
- `halfZone N` is N/2 read modulo N. With lattice spacing a, the integer k stands for the wave number 2πk/(Na), so for even N this momentum is π/a.
- `sublatticeSign x` is s(x) = (−1)^x, computed from `x.val`, the representative of x among 0, …, N − 1.

On an even ring, adding N to a representative doesn't change its parity, so even and odd sites form two well-defined sublattices. Displacements of odd length connect different sublattices, and those of even length stay within one.

## What the theorems say

The main theorem, `dispersion_antiperiodic_iff`, takes an even nonzero N and any h. It states that ĥ(k + N/2) = −ĥ(k) for all k if and only if h(x) = 0 for every x whose representative is even. Since 0 is even, the condition includes h(0) = 0.

Two companions have the same hypotheses. By `dispersion_periodic_iff`, ĥ(k + N/2) = ĥ(k) for all k if and only if every odd amplitude vanishes. By `chiral_symmetry_iff`, the matrix identity ΓHΓ = −H, with Γ the diagonal matrix of the signs s(x), holds under the same condition on h as in the main theorem.

Hermiticity is not assumed. A Hermitian H requires h(−x) to be the complex conjugate of h(x), and ĥ is then real; for general h the eigenvalues may be complex. The smallest ring is N = 2, where ĥ(0) = h(0) + h(1) and ĥ(1) = h(0) − h(1), and the sign relation plainly means h(0) = 0.

The model has one orbital per site, one dimension and full translation symmetry. Disorder, several bands and interactions are not covered.

The equivalence concerns the pairing of k with k + N/2, which is more than a spectrum symmetric about zero. For N = 4, the values ĥ = 1, −1, 2, −2 at k = 0, 1, 2, 3 form a symmetric set, yet ĥ(2) ≠ −ĥ(0); the corresponding h(2) is 3/2.

## The dispersion as an eigenvalue

Apply H to the Bloch wave of momentum k and look at site x:

∑ᵧ h(x − y) χ(yk).

Since yk = −(x − y)k + xk, the phase factorises as χ(yk) = χ(−(x − y)k) χ(xk). For fixed x, the displacement x − y runs once through the ring as y does. Summing over it gives

∑ᵧ h(x − y) χ(yk) = ĥ(k) χ(xk).

The Bloch wave is therefore an eigenvector with eigenvalue ĥ(k).

## The shift as a sublattice sign

At the half-zone momentum the phase is

χ(x · N/2) = exp(πi x) = (−1)^x = s(x).

This sign equals its own inverse, so χ(−x · N/2) = s(x) as well. Hence

ĥ(k + N/2) = ∑ₓ χ(−xk) χ(−x · N/2) h(x) = ∑ₓ χ(−xk) s(x) h(x).

The shifted dispersion of h is the unshifted dispersion of the amplitudes s(x) h(x).

## From the dispersion back to the amplitudes

The dispersion determines the amplitudes. To see this, multiply ĥ(k) by χ(yk) and sum over k:

∑ₖ χ(yk) ĥ(k) = ∑ₓ h(x) ∑ₖ χ((y − x)k).

For x = y the inner sum is N. Otherwise r = χ(y − x) is different from 1 and satisfies r^N = 1, so the geometric sum (r^N − 1)/(r − 1) is zero. Therefore

h(y) = (1/N) ∑ₖ χ(yk) ĥ(k).

Now −ĥ is the dispersion of −h. The relation ĥ(k + N/2) = −ĥ(k) for all k thus says that s(x) h(x) and −h(x) have the same dispersion, which is equivalent to

s(x) h(x) = −h(x) for every x.

For odd x this reads −h(x) = −h(x) and imposes nothing. For even x it reads h(x) = −h(x), so h(x) = 0. This proves both directions.

For the periodic case the condition is s(x) h(x) = h(x). It is empty for even x and forces h(x) = 0 for odd x.

## The same condition in real space

The entries of ΓHΓ are s(x) h(x − y) s(y). On an even ring s(x) s(y) = s(x − y), so

(ΓHΓ)(x, y) = s(x − y) h(x − y).

Equality with −H means s(x − y) h(x − y) = −h(x − y) for all x and y. Every displacement occurs as some x − y, so this is again the condition that the even amplitudes vanish. Because Γ² = 1, the identity also says that Γ and H anticommute.

The link with momentum space is that Γ multiplies the Bloch wave of momentum k by s(x) = χ(x · N/2), and so turns it into the Bloch wave of momentum k + N/2.

## The Lean file

```lean
import Mathlib

open Matrix

namespace BipartiteCirculant

noncomputable section

variable {N : ℕ} [NeZero N]

/-- The dispersion of the hopping amplitudes `h` on a ring of `N` sites:
the sum of `exp (-2 π i x k / N) * h x` over all displacements `x`. -/
def dispersion (h : ZMod N → ℂ) (k : ZMod N) : ℂ :=
  ∑ x, ZMod.stdAddChar (-(x * k)) * h x

/-- The Bloch wave of crystal momentum `k`, with amplitude `exp (2 π i x k / N)` at site `x`. -/
def blochWave (k : ZMod N) (x : ZMod N) : ℂ := ZMod.stdAddChar (x * k)

/-- The momentum `N / 2`, rounded down if `N` is odd. For even nonzero `N` it is half a reciprocal
lattice vector. -/
def halfZone (N : ℕ) : ZMod N := ((N / 2 : ℕ) : ZMod N)

/-- The sublattice sign: `+1` if the representative `x.val` is even and `-1` if it is odd. -/
def sublatticeSign (x : ZMod N) : ℂ := (-1) ^ x.val

/-- The circulant Hamiltonian multiplies every Bloch wave by the dispersion at its momentum. -/
theorem circulant_mulVec_blochWave (h : ZMod N → ℂ) (k : ZMod N) :
    Matrix.circulant h *ᵥ blochWave k = dispersion h k • blochWave k := by
  funext x
  simp only [Matrix.mulVec, dotProduct, Matrix.circulant_apply, Pi.smul_apply, smul_eq_mul,
    dispersion, blochWave, Finset.sum_mul]
  -- sum over the displacement x - y instead of the site y
  refine Fintype.sum_equiv (Equiv.subLeft x) _ _ fun y => ?_
  simp only [Equiv.subLeft_apply]
  have e : ZMod.stdAddChar (y * k)
      = ZMod.stdAddChar (-((x - y) * k)) * ZMod.stdAddChar (x * k) := by
    rw [← AddChar.map_add_eq_mul]
    congr 1
    ring
  rw [e]
  ring

/-- Different hopping amplitudes have different dispersions. -/
theorem dispersion_injective :
    Function.Injective (dispersion : (ZMod N → ℂ) → ZMod N → ℂ) := by
  intro f g hfg
  apply ZMod.dft.injective
  funext k
  have hk := congrFun hfg k
  simpa only [dispersion, ZMod.dft_apply, smul_eq_mul] using hk

omit [NeZero N] in
/-- On an even ring, twice the half-zone momentum is zero. -/
theorem halfZone_add_self (hN : Even N) : halfZone N + halfZone N = 0 := by
  have e : N / 2 + N / 2 = N := by
    obtain ⟨m, hm⟩ := hN
    omega
  unfold halfZone
  rw [← Nat.cast_add, e, ZMod.natCast_self]

/-- On an even ring, the Bloch phase at the half-zone momentum is the sublattice sign. -/
theorem stdAddChar_mul_halfZone (hN : Even N) (x : ZMod N) :
    ZMod.stdAddChar (x * halfZone N) = sublatticeSign x := by
  have hpos : 0 < N := Nat.pos_of_ne_zero (NeZero.ne N)
  have hne : halfZone N ≠ 0 := by
    intro h0
    have hd : N ∣ N / 2 := (CharP.cast_eq_zero_iff (ZMod N) N (N / 2)).1 h0
    obtain ⟨m, hm⟩ := hN
    have hle := Nat.le_of_dvd (by omega) hd
    omega
  -- the phase at N / 2 squares to one and is not one
  have hsq : ZMod.stdAddChar (halfZone N) * ZMod.stdAddChar (halfZone N) = (1 : ℂ) := by
    rw [← AddChar.map_add_eq_mul, halfZone_add_self hN, AddChar.map_zero_eq_one]
  have hneg : ZMod.stdAddChar (halfZone N) = (-1 : ℂ) := by
    rcases mul_self_eq_one_iff.mp hsq with h1 | h1
    · exact absurd
        (ZMod.injective_stdAddChar (h1.trans (AddChar.map_zero_eq_one _).symm)) hne
    · exact h1
  have e : x * halfZone N = x.val • halfZone N := by
    rw [nsmul_eq_mul, ZMod.natCast_zmod_val]
  rw [sublatticeSign, e, AddChar.map_nsmul_eq_pow, hneg]

/-- On an even ring, shifting the momentum by half a zone amounts to multiplying each hopping
amplitude by the sublattice sign of its displacement. -/
theorem dispersion_add_halfZone (hN : Even N) (h : ZMod N → ℂ) (k : ZMod N) :
    dispersion h (k + halfZone N) = dispersion (fun x => sublatticeSign x * h x) k := by
  unfold dispersion
  refine Finset.sum_congr rfl fun x _ => ?_
  have e : -(x * (k + halfZone N)) = -(x * k) + x * halfZone N := by
    linear_combination (-x) * halfZone_add_self hN
  rw [e, AddChar.map_add_eq_mul, stdAddChar_mul_halfZone hN, mul_assoc]

omit [NeZero N] in
/-- The sublattice sign reverses an amplitude exactly when the amplitude vanishes or
the displacement is odd. -/
theorem sublatticeSign_mul_eq_neg_iff (x : ZMod N) (c : ℂ) :
    sublatticeSign x * c = -c ↔ (Even x.val → c = 0) := by
  unfold sublatticeSign
  rcases Nat.even_or_odd x.val with hx | hx
  · rw [hx.neg_one_pow]
    constructor
    · intro h _
      linear_combination h / 2
    · intro h
      rw [h hx]
      ring
  · rw [hx.neg_one_pow]
    constructor
    · intro _ he
      exact absurd he (Nat.not_even_iff_odd.2 hx)
    · intro _
      ring

/-- On an even ring, the dispersion changes sign under every half-zone shift exactly when all
amplitudes at even displacements vanish, the on-site energy included. -/
theorem dispersion_antiperiodic_iff (hN : Even N) (h : ZMod N → ℂ) :
    (∀ k, dispersion h (k + halfZone N) = -dispersion h k) ↔
      ∀ x : ZMod N, Even x.val → h x = 0 := by
  have hneg : ∀ k, dispersion (fun x => -h x) k = -dispersion h k := by
    intro k
    simp only [dispersion, mul_neg, Finset.sum_neg_distrib]
  constructor
  · intro H x
    -- equal dispersions force equal amplitudes
    have e : (fun x => sublatticeSign x * h x) = fun x => -h x := by
      apply dispersion_injective
      funext k
      rw [← dispersion_add_halfZone hN, H k, hneg]
    exact (sublatticeSign_mul_eq_neg_iff x (h x)).1 (congrFun e x)
  · intro H k
    have e : (fun x => sublatticeSign x * h x) = fun x => -h x :=
      funext fun x => (sublatticeSign_mul_eq_neg_iff x (h x)).2 (H x)
    rw [dispersion_add_halfZone hN, e, hneg]

/-- On an even ring, the dispersion is unchanged by every half-zone shift exactly when all
amplitudes at odd displacements vanish. -/
theorem dispersion_periodic_iff (hN : Even N) (h : ZMod N → ℂ) :
    (∀ k, dispersion h (k + halfZone N) = dispersion h k) ↔
      ∀ x : ZMod N, Odd x.val → h x = 0 := by
  constructor
  · intro H x hx
    have e : (fun x => sublatticeSign x * h x) = h := by
      apply dispersion_injective
      funext k
      rw [← dispersion_add_halfZone hN, H k]
    have ex : sublatticeSign x * h x = h x := congrFun e x
    rw [sublatticeSign, hx.neg_one_pow] at ex
    linear_combination (-1 / 2 : ℂ) * ex
  · intro H k
    have e : (fun x => sublatticeSign x * h x) = h := by
      funext x
      rcases Nat.even_or_odd x.val with hx | hx
      · rw [sublatticeSign, hx.neg_one_pow, one_mul]
      · rw [H x hx, mul_zero]
    rw [dispersion_add_halfZone hN, e]

/-- On an even ring, conjugation by the diagonal matrix of sublattice signs reverses the
circulant Hamiltonian exactly when all amplitudes at even displacements vanish. -/
theorem chiral_symmetry_iff (hN : Even N) (h : ZMod N → ℂ) :
    Matrix.diagonal sublatticeSign * Matrix.circulant h * Matrix.diagonal sublatticeSign
        = -Matrix.circulant h ↔
      ∀ x : ZMod N, Even x.val → h x = 0 := by
  -- the sign of a displacement is the product of the signs of its end points
  have hsub : ∀ x y : ZMod N,
      sublatticeSign (x - y) = sublatticeSign x * sublatticeSign y := by
    intro x y
    rw [← stdAddChar_mul_halfZone hN, ← stdAddChar_mul_halfZone hN x,
      ← stdAddChar_mul_halfZone hN y, ← AddChar.map_add_eq_mul]
    congr 1
    linear_combination (-y) * halfZone_add_self hN
  have key : ∀ x y : ZMod N, (Matrix.diagonal sublatticeSign * Matrix.circulant h *
      Matrix.diagonal sublatticeSign : Matrix (ZMod N) (ZMod N) ℂ) x y
        = sublatticeSign (x - y) * h (x - y) := by
    intro x y
    rw [Matrix.mul_diagonal, Matrix.diagonal_mul, Matrix.circulant_apply, hsub]
    ring
  constructor
  · intro H x
    have hx := congrFun (congrFun H x) 0
    rw [key, Matrix.neg_apply, Matrix.circulant_apply, sub_zero] at hx
    exact (sublatticeSign_mul_eq_neg_iff x (h x)).1 hx
  · intro H
    ext x y
    rw [key, Matrix.neg_apply, Matrix.circulant_apply]
    exact (sublatticeSign_mul_eq_neg_iff (x - y) (h (x - y))).2 (H (x - y))

end

end BipartiteCirculant
```

```lean
#print axioms BipartiteCirculant.circulant_mulVec_blochWave
#print axioms BipartiteCirculant.dispersion_antiperiodic_iff
#print axioms BipartiteCirculant.dispersion_periodic_iff
#print axioms BipartiteCirculant.chiral_symmetry_iff
```

```
'BipartiteCirculant.circulant_mulVec_blochWave' depends on axioms: [propext, Classical.choice, Quot.sound]
'BipartiteCirculant.dispersion_antiperiodic_iff' depends on axioms: [propext, Classical.choice, Quot.sound]
'BipartiteCirculant.dispersion_periodic_iff' depends on axioms: [propext, Classical.choice, Quot.sound]
'BipartiteCirculant.chiral_symmetry_iff' depends on axioms: [propext, Classical.choice, Quot.sound]
```

## How the proof follows the calculation

**Eigenvalue.** `circulant_mulVec_blochWave` compares the two sides site by site. `Fintype.sum_equiv` with `Equiv.subLeft x` carries out the change of variable from y to x − y, and the equation `e` is the factorisation of the phase. This theorem justifies calling `dispersion` a dispersion; the later proofs don't use it.

**Recovering the amplitudes.** `dispersion_injective` replaces the inversion formula. Mathlib's discrete Fourier transform `ZMod.dft` is already known to be injective, and `ZMod.dft_apply` shows that it is the same sum as `dispersion`.

**The half-zone phase.** `halfZone_add_self` proves that N/2 + N/2 is zero modulo N. The next lemma, `stdAddChar_mul_halfZone`, reaches χ(N/2) = −1 without evaluating an exponential. The phase squares to one by `hsq`, so it is 1 or −1. The value 1 is excluded because χ is injective and N/2 is nonzero modulo N: a positive number smaller than N is not divisible by N. Writing x · N/2 as `x.val` copies of N/2 then gives the power (−1)^x.

**The shift.** `dispersion_add_halfZone` works term by term. Its equation `e` replaces −x · N/2 by +x · N/2, which is allowed because twice the half-zone momentum is zero. This corresponds to the remark above that the sign is its own inverse.

**One amplitude at a time.** `sublatticeSign_mul_eq_neg_iff` contains the parity argument: s(x) c = −c holds exactly when c = 0 or x is odd. Lean phrases the right-hand side as an implication, that c vanishes if x is even. The proof splits on the parity of `x.val`.

**The main equivalence.** In `dispersion_antiperiodic_iff`, `hneg` says that reversing all amplitudes reverses the dispersion. For the forward direction, the shift lemma and the assumption `H` give two equal dispersions, `dispersion_injective` turns them into equal amplitudes, and the parity lemma finishes at each x. For the converse, the parity lemma first gives s(x) h(x) = −h(x), and the shift lemma carries this to momentum space. `dispersion_periodic_iff` has the same structure, with the parity cases treated directly.

**The matrix identity.** In `chiral_symmetry_iff`, `hsub` proves s(x − y) = s(x) s(y) by rewriting the signs as half-zone phases, where the product rule for χ applies. `key` computes the entries of ΓHΓ. For the forward direction it is enough to read the column y = 0, since its entries already contain every displacement x. The converse checks all entries with the parity lemma.
